# Golub–Kahan bidiagonalization of a real matrix $A$ gives a Lanczos relation for $A^TA$

Let $A$ be a real $p\times n$ matrix. Indices of the small space start at zero and run from $0$ to $m$, so there are $m+1$ Lanczos vectors on each side. The left vectors $u_0,\dots,u_m$ are the columns of $U$ ($p\times(m+1)$), and the right vectors $v_0,\dots,v_m$ are the columns of $V$ ($n\times(m+1)$). The square matrix $B$ of order $m+1$ is upper bidiagonal: $B_{ij}=0$ unless $j=i$ or $j=i+1$. The vector $e_m$ is the last unit vector of length $m+1$, and $w$, of length $n$, is the remainder from which the next right vector would be obtained by normalisation. The Golub–Kahan relations are

$$AV=UB,\qquad A^TU=VB^T+w\,e_m^T .$$

In columns, with terms of index $-1$ omitted, they read

$$Av_j=B_{j-1,j}\,u_{j-1}+B_{jj}\,u_j,\qquad A^Tu_j=B_{jj}\,v_j+B_{j,j+1}\,v_{j+1}\quad(j<m),$$

and $A^Tu_m=B_{mm}v_m+w$. Orthonormality of $U$ or $V$ is not part of these relations; it is stated wherever it is used.

## One recurrence for $A^TA$, one residual for each triplet

The two relations imply

$$A^TA\,V=V(B^TB)+B_{mm}\,w\,e_m^T,$$

with $B^TB$ tridiagonal. This is the three-term recurrence of symmetric Lanczos applied to $A^TA$, whose remainder is $w$ scaled by the corner entry of $B$.

Suppose also that $By=s\,x$ and $B^Tx=s\,y$ for a real number $s$ and vectors $x,y$ of length $m+1$. Then the lifted vectors $Ux$ and $Vy$ satisfy

$$A(Vy)=s\,Ux,\qquad A^T(Ux)-s\,Vy=x_m\,w .$$

The first singular equation of $A$ holds exactly. The whole error sits in the second and points along $w$.

## Stopping tests without extra products with $A$

A code for a partial singular value decomposition can run the bidiagonalization, decompose the small matrix $B$, and lift the triplets. If $U$ and $V$ have orthonormal columns and $x,y$ are unit vectors, then $Ux$ and $Vy$ are unit vectors too, and the residual norm is $|x_m|\,\|w\|$. Both factors are available before $Ux$ and $Vy$ are formed, so convergence can be tested at the cost of the small decomposition.

The relation for $A^TA$ lets the same run be read as a Lanczos run on the normal matrix, although $A^TA$ is never formed. For simulation data held as a finite real matrix, such as snapshots stored by columns, the identities give the residuals of approximate singular triplets used in a low-rank compression, in exact arithmetic.

## From the bidiagonal matrix to the residual

**Tridiagonal form.** The entries of $B^TB$ are

$$(B^TB)_{ij}=\sum_{k=0}^{m}B_{ki}B_{kj}.$$

A term can be nonzero only if $i$ and $j$ both lie in $\{k,k+1\}$, which forces $|i-j|\le 1$. All other entries vanish.

**Last row.** The $j$-th entry of $e_m^TB$ is $B_{mj}$. Row $m$ has no superdiagonal place, so only $j=m$ survives and $e_m^TB=B_{mm}e_m^T$.

**The Lanczos relation.** Insert the first recurrence, then the second, then the last row:

$$A^TAV=A^TUB=(VB^T+w\,e_m^T)B=VB^TB+B_{mm}\,w\,e_m^T .$$

**Projection.** If $U^TU=1$, then

$$V^TA^TAV=(AV)^T(AV)=B^TU^TUB=B^TB .$$

When $V$ also has orthonormal columns, this is the Rayleigh–Ritz matrix of $A^TA$ on their span.

**Triplets.** For a singular triplet of $B$,

$$AVy=UBy=s\,Ux,$$

$$A^TUx=VB^Tx+w\,(e_m^Tx)=s\,Vy+x_m\,w .$$

**Backward error.** Assume $U^TU=1$ and $V^Tw=0$, and subtract the rank-one matrix $u_mw^T$ from $A$. The first equation is unchanged because $w^TV=0$:

$$(A-u_mw^T)Vy=s\,Ux-u_m(w^TVy)=s\,Ux .$$

In the second, $u_m^TU=e_m^T$, so the correction removes exactly the residual:

$$(A-u_mw^T)^TUx=A^TUx-w\,(u_m^TUx)=A^TUx-x_m\,w=s\,Vy .$$

The lifted triplet therefore satisfies both singular equations of $A-u_mw^T$ exactly. This matrix lies at distance $\|w\|$ from $A$ in the spectral norm, since $u_m$ is a unit vector, and that distance need not be small. This perturbation is the same for every triplet of $B$. Convergence of an individual triplet shows in $x_m$.

## Lean file for the relations and their consequences

```lean
import Mathlib

open Matrix

namespace GolubKahanLanczos

variable {p n : Type*} [Fintype p] [Fintype n] {m : ℕ}

/-- Only the diagonal and the first superdiagonal of `B` may be nonzero. -/
def IsUpperBidiagonal (B : Matrix (Fin (m + 1)) (Fin (m + 1)) ℝ) : Prop :=
  ∀ i j : Fin (m + 1), (j : ℕ) ≠ i → (j : ℕ) ≠ i + 1 → B i j = 0

/-- Entries of `T` more than one place away from the diagonal vanish. -/
def IsTridiagonal (T : Matrix (Fin (m + 1)) (Fin (m + 1)) ℝ) : Prop :=
  ∀ i j : Fin (m + 1), ((i : ℕ) + 1 < j ∨ (j : ℕ) + 1 < i) → T i j = 0

/-- The last unit vector of the small projected space. -/
def lastUnit (m : ℕ) : Fin (m + 1) → ℝ := Pi.single (Fin.last m) 1

/-- The Golub-Kahan relations after `m + 1` steps: `U` and `V` hold the left and right
Lanczos vectors, `B` the recurrence coefficients, and `w` is the remainder vector. -/
structure GolubKahan (A : Matrix p n ℝ) (U : Matrix p (Fin (m + 1)) ℝ)
    (V : Matrix n (Fin (m + 1)) ℝ) (B : Matrix (Fin (m + 1)) (Fin (m + 1)) ℝ)
    (w : n → ℝ) : Prop where
  bidiag : IsUpperBidiagonal B
  right : A * V = U * B
  left : Aᵀ * U = V * Bᵀ + vecMulVec w (lastUnit m)

variable {A : Matrix p n ℝ} {U : Matrix p (Fin (m + 1)) ℝ} {V : Matrix n (Fin (m + 1)) ℝ}
  {B : Matrix (Fin (m + 1)) (Fin (m + 1)) ℝ} {w : n → ℝ} {x y : Fin (m + 1) → ℝ} {s : ℝ}

/-- For an upper bidiagonal `B`, the matrix `BᵀB` is tridiagonal. -/
theorem gram_tridiagonal (hB : IsUpperBidiagonal B) : IsTridiagonal (Bᵀ * B) := by
  intro i j hij
  rw [Matrix.mul_apply]
  refine Finset.sum_eq_zero fun k _ => ?_
  rw [Matrix.transpose_apply]
  by_cases h0 : B k i = 0
  · rw [h0, zero_mul]
  · have hi : (i : ℕ) = k ∨ (i : ℕ) = k + 1 := by
      by_contra hc
      exact h0 (hB k i (not_or.mp hc).1 (not_or.mp hc).2)
    rw [hB k j (by omega) (by omega), mul_zero]

/-- The last row of an upper bidiagonal matrix is its corner entry times the last unit vector. -/
theorem last_row (hB : IsUpperBidiagonal B) :
    lastUnit m ᵥ* B = B (Fin.last m) (Fin.last m) • lastUnit m := by
  ext j
  have h : (lastUnit m ᵥ* B) j = B (Fin.last m) j := by
    simp [lastUnit, Matrix.vecMul, dotProduct, Pi.single_apply]
  rw [h]
  by_cases hj : j = Fin.last m
  · subst hj
    simp [lastUnit]
  · have h1 : (j : ℕ) ≠ m := fun h => hj (Fin.ext h)
    have h2 := j.isLt
    have h3 : B (Fin.last m) j = 0 :=
      hB _ _ (by rw [Fin.val_last]; omega) (by rw [Fin.val_last]; omega)
    simp [lastUnit, h3, hj]

/-- Golub-Kahan bidiagonalization of `A` gives a Lanczos relation for `AᵀA`, with the
tridiagonal matrix `BᵀB` and the remainder `w` scaled by the last diagonal entry of `B`. -/
theorem normal_lanczos (h : GolubKahan A U V B w) :
    Aᵀ * A * V = V * (Bᵀ * B)
        + B (Fin.last m) (Fin.last m) • vecMulVec w (lastUnit m) ∧
      IsTridiagonal (Bᵀ * B) := by
  refine ⟨?_, gram_tridiagonal h.bidiag⟩
  -- the remainder only sees the last row of `B`
  have hr : vecMulVec w (lastUnit m) * B
      = B (Fin.last m) (Fin.last m) • vecMulVec w (lastUnit m) := by
    ext i j
    have e := congrFun (last_row h.bidiag) j
    simp only [Matrix.vecMul, dotProduct, Pi.smul_apply, smul_eq_mul] at e
    simp only [Matrix.mul_apply, vecMulVec_apply, Matrix.smul_apply, smul_eq_mul, mul_assoc]
    rw [← Finset.mul_sum, e]
    ring
  calc Aᵀ * A * V = Aᵀ * U * B := by
        rw [Matrix.mul_assoc, h.right, Matrix.mul_assoc]
    _ = _ := by rw [h.left, Matrix.add_mul, Matrix.mul_assoc, hr]

/-- If the left Lanczos vectors are orthonormal, then `Vᵀ(AᵀA)V = BᵀB`, where the columns of `V` are
the right Lanczos vectors. -/
theorem projected_normal (h : GolubKahan A U V B w) (hU : Uᵀ * U = 1) :
    Vᵀ * (Aᵀ * A) * V = Bᵀ * B := by
  calc Vᵀ * (Aᵀ * A) * V = (A * V)ᵀ * (A * V) := by
        simp only [Matrix.transpose_mul, Matrix.mul_assoc]
    _ = Bᵀ * (Uᵀ * U) * B := by
        rw [h.right]
        simp only [Matrix.transpose_mul, Matrix.mul_assoc]
    _ = Bᵀ * B := by rw [hU, Matrix.mul_one]

/-- A rank-one matrix `a bᵀ` sends `z` to `(b · z) a`. -/
theorem rank_one_mulVec {k l : Type*} [Fintype l] (a : k → ℝ) (b z : l → ℝ) :
    vecMulVec a b *ᵥ z = (b ⬝ᵥ z) • a := by
  ext i
  simp only [Matrix.mulVec, dotProduct, vecMulVec_apply, Pi.smul_apply, smul_eq_mul,
    Finset.sum_mul]
  exact Finset.sum_congr rfl fun _ _ => by ring

/-- A singular triplet `(s, x, y)` of `B` lifts to `Ux` and `Vy`: the first singular equation
of `A` holds exactly, and the second has the residual `w` times the last component of `x`. -/
theorem ritz_triplet (h : GolubKahan A U V B w) (hy : B *ᵥ y = s • x) (hx : Bᵀ *ᵥ x = s • y) :
    A *ᵥ (V *ᵥ y) = s • (U *ᵥ x) ∧
      Aᵀ *ᵥ (U *ᵥ x) - s • (V *ᵥ y) = x (Fin.last m) • w := by
  constructor
  · rw [Matrix.mulVec_mulVec, h.right, ← Matrix.mulVec_mulVec, hy, Matrix.mulVec_smul]
  · have hl : lastUnit m ⬝ᵥ x = x (Fin.last m) := by simp [lastUnit]
    rw [Matrix.mulVec_mulVec, h.left, Matrix.add_mulVec, ← Matrix.mulVec_mulVec, hx,
      Matrix.mulVec_smul, add_sub_cancel_left, rank_one_mulVec, hl]

/-- Backward error: for orthonormal left vectors and `w` orthogonal to the right ones, the lifted
triplet satisfies both singular equations of `A` minus (last left vector) times `wᵀ`. -/
theorem backward_error (h : GolubKahan A U V B w) (hU : Uᵀ * U = 1) (hw : Vᵀ *ᵥ w = 0)
    (hy : B *ᵥ y = s • x) (hx : Bᵀ *ᵥ x = s • y) :
    (A - vecMulVec (U *ᵥ lastUnit m) w) *ᵥ (V *ᵥ y) = s • (U *ᵥ x) ∧
      (A - vecMulVec (U *ᵥ lastUnit m) w)ᵀ *ᵥ (U *ᵥ x) = s • (V *ᵥ y) := by
  obtain ⟨h1, h2⟩ := ritz_triplet h hy hx
  constructor
  · rw [Matrix.sub_mulVec, h1, rank_one_mulVec, Matrix.dotProduct_mulVec,
      ← Matrix.mulVec_transpose, hw, zero_dotProduct, zero_smul, sub_zero]
  · have ht : (vecMulVec (U *ᵥ lastUnit m) w)ᵀ = vecMulVec w (U *ᵥ lastUnit m) := by
      ext i j
      simp only [Matrix.transpose_apply, vecMulVec_apply, mul_comm]
    -- orthonormality picks out the last component of `x`
    have hl : (U *ᵥ lastUnit m) ⬝ᵥ (U *ᵥ x) = x (Fin.last m) := by
      rw [Matrix.dotProduct_mulVec, ← Matrix.mulVec_transpose, Matrix.mulVec_mulVec, hU,
        Matrix.one_mulVec]
      simp [lastUnit]
    rw [Matrix.transpose_sub, ht, Matrix.sub_mulVec, rank_one_mulVec, hl, ← h2, sub_sub_cancel]

/-- A 2 × 3 matrix with two Golub-Kahan steps, orthonormal Lanczos vectors, a nonzero remainder
orthogonal to the right vectors, and a singular triplet of `B` with `s = 4`. -/
theorem golubKahan_witness :
    GolubKahan (m := 1) (!![2, 3, 0; 0, 2, 1] : Matrix (Fin 2) (Fin 3) ℝ)
        !![1, 0; 0, 1] !![1, 0; 0, 1; 0, 0] !![2, 3; 0, 2] ![0, 0, 1] ∧
      (!![1, 0; 0, 1] : Matrix (Fin 2) (Fin 2) ℝ)ᵀ * !![1, 0; 0, 1] = 1 ∧
      (!![1, 0; 0, 1; 0, 0] : Matrix (Fin 3) (Fin 2) ℝ)ᵀ *
        (!![1, 0; 0, 1; 0, 0] : Matrix (Fin 3) (Fin 2) ℝ) = 1 ∧
      (!![1, 0; 0, 1; 0, 0] : Matrix (Fin 3) (Fin 2) ℝ)ᵀ *ᵥ ![0, 0, 1] = 0 ∧
      (!![2, 3; 0, 2] : Matrix (Fin 2) (Fin 2) ℝ) *ᵥ ![1, 2] = (4 : ℝ) • ![2, 1] ∧
      (!![2, 3; 0, 2] : Matrix (Fin 2) (Fin 2) ℝ)ᵀ *ᵥ ![2, 1] = (4 : ℝ) • ![1, 2] := by
  refine ⟨⟨?_, ?_, ?_⟩, ?_, ?_, ?_, ?_, ?_⟩
  · intro i j h1 h2
    fin_cases i <;> fin_cases j <;> simp_all
  · ext i j
    fin_cases i <;> fin_cases j <;> norm_num [Matrix.mul_apply, Fin.sum_univ_succ]
  · have e : lastUnit 1 = ![0, 1] := by
      ext i
      rw [lastUnit, Pi.single_apply]
      fin_cases i
      · exact if_neg (by decide)
      · exact if_pos rfl
    have hl : (!![2, 3, 0; 0, 2, 1] : Matrix (Fin 2) (Fin 3) ℝ)ᵀ *
          (!![1, 0; 0, 1] : Matrix (Fin 2) (Fin 2) ℝ)
        = (!![1, 0; 0, 1; 0, 0] : Matrix (Fin 3) (Fin 2) ℝ) *
            (!![2, 3; 0, 2] : Matrix (Fin 2) (Fin 2) ℝ)ᵀ
          + vecMulVec ![0, 0, 1] ![0, 1] := by
      ext i j
      simp only [Matrix.add_apply, Matrix.mul_apply, Matrix.transpose_apply,
        vecMulVec_apply, Fin.sum_univ_two]
      fin_cases i <;> fin_cases j <;> norm_num
    rw [e]
    exact hl
  · ext i j
    fin_cases i <;> fin_cases j <;> norm_num [Matrix.mul_apply, Fin.sum_univ_succ]
  · ext i j
    fin_cases i <;> fin_cases j <;> norm_num [Matrix.mul_apply, Fin.sum_univ_succ]
  · ext i
    fin_cases i <;> norm_num [Matrix.mulVec, dotProduct, Fin.sum_univ_succ]
  · ext i
    fin_cases i <;> norm_num [Matrix.mulVec, dotProduct, Fin.sum_univ_succ]
  · ext i
    fin_cases i <;> norm_num [Matrix.mulVec, dotProduct, Fin.sum_univ_succ]

end GolubKahanLanczos
```

```lean
#print axioms GolubKahanLanczos.normal_lanczos
-- 'GolubKahanLanczos.normal_lanczos' depends on axioms: [propext, Classical.choice, Quot.sound]
#print axioms GolubKahanLanczos.projected_normal
-- 'GolubKahanLanczos.projected_normal' depends on axioms: [propext, Classical.choice, Quot.sound]
#print axioms GolubKahanLanczos.backward_error
-- 'GolubKahanLanczos.backward_error' depends on axioms: [propext, Classical.choice, Quot.sound]
```

## Assumed recurrences, exact real arithmetic

**How the objects correspond.** The types `p` and `n` index the rows and columns of $A$, and `Fin (m + 1)` indexes the Lanczos vectors, so at least one step has been taken. `lastUnit m` is $e_m$, `Fin.last m` is the index $m$, and `vecMulVec w (lastUnit m)` is $w\,e_m^T$. The symbol `*ᵥ` applies a matrix to a vector, `ᵥ*` multiplies a row vector by a matrix, and `⬝ᵥ` is the real dot product.

The structure `GolubKahan A U V B w` is a proposition with three fields: `bidiag` says that $B$ is upper bidiagonal, `right` is $AV=UB$, and `left` is the relation with the remainder. These are the relations that an exact run of the algorithm leaves behind. They are assumed about given matrices, not derived from a starting vector and a loop.

**What each theorem needs.** `normal_lanczos` and `ritz_triplet` use no orthogonality. `projected_normal` adds `Uᵀ * U = 1`, which stands for left vectors kept orthonormal by the process. `backward_error` further needs `Vᵀ *ᵥ w = 0`, meaning that the remainder has been made orthogonal to all previous right vectors.

The number `s` may have either sign, and `x` and `y` are neither normalised nor required to be nonzero. A code that takes $|x_m|\,\|w\|$ as a residual norm for unit singular vectors must supply the normalisation itself.

**How the proofs follow the algebra.** `gram_tridiagonal` expands the entry as a sum and treats each term separately. Either `B k i` is zero, or the bidiagonal pattern fixes $i$ as $k$ or $k+1$. In the second case `omega` does the index arithmetic showing that `B k j` is off the pattern. `last_row` first identifies $e_m^TB$ with the last row of $B$, then separates $j=m$ from the other columns.

In `normal_lanczos`, the auxiliary equation `hr` carries the last-row identity over to $w\,e_m^TB$, and the closing `calc` inserts `h.right` and then `h.left`, as in the derivation. `projected_normal` regroups the product as $(AV)^T(AV)$ and uses orthonormality in the middle.

`rank_one_mulVec` is the rule $(ab^T)z=(b\cdot z)\,a$. In the second part of `ritz_triplet` the term $s\,Vy$ cancels first, and the rule then turns the remaining $w\,e_m^Tx$ into $x_m w$. `backward_error` starts from the two conclusions of `ritz_triplet`. Its step `ht` transposes the rank-one matrix, and its step `hl` is the identity $u_m^TUx=x_m$.

**A concrete instance.** `golubKahan_witness` checks, entry by entry, the matrices

$$A=\begin{pmatrix}2&3&0\\0&2&1\end{pmatrix},\qquad B=\begin{pmatrix}2&3\\0&2\end{pmatrix},\qquad w=\begin{pmatrix}0\\0\\1\end{pmatrix},$$

with $U$ the $2\times2$ identity and $V$ the first two unit vectors of length three. The triplet is $s=4$, $x=(2,1)$, $y=(1,2)$. All assumptions of `backward_error` are met here with a nonzero remainder.

The file works with $x$ and $y$ of length $\sqrt5$. The corresponding unit vectors are $(2,1)/\sqrt5$ and $(1,2)/\sqrt5$, and the normalised residual norm is $1/\sqrt5\approx0.447$. Subtracting $u_1w^T$ sets the lower right entry of $A$ to zero, and the resulting matrix has $4$ as an exact singular value.

**Limits for a running code.** The matrices are real and finite, and the arithmetic is exact. Rounding adds error terms to both recurrences and erodes orthogonality, and the theorems bound neither effect. They also give no convergence rate and do not say which singular values of $A$ are approximated first.

**A rectangular version.** The remainder could have been modelled as $w=\beta v_{m+1}$, with a number $\beta\ge0$ and a unit vector $v_{m+1}$. The second relation then becomes

$$A^TU=\begin{pmatrix}V&v_{m+1}\end{pmatrix}\begin{pmatrix}B&\beta e_m\end{pmatrix}^T,$$

with a rectangular bidiagonal matrix and no separate remainder term. The residual norm for unit $x$ would read $\beta|x_m|$, which is closer to the numbers that a code stores. At breakdown, where $\beta=0$, the relations would no longer determine $v_{m+1}$, and a unit vector would have to be chosen or the case treated separately. The unnormalised $w$ covers breakdown with the same formulas.
